# Sufficiently small linear mixing steps lower the free energy of Fermi-occupied levels when the energy is differentiable and the residual is nonzero

Q: My self-consistency loop takes a mixing step and the free energy goes up. The energy functional isn't convex, so I can't tell whether the step was too long or the direction itself points uphill. In the second case, reducing the damping parameter would be wasted effort. Can you rule it out?

A: Yes, for finitely many fixed levels whose occupations follow the Fermi function. Let level $i$ have potential $V_i$, measured from the chemical potential $\mu$, and let $T>0$ be the temperature in energy units. The energy $E$ uses the same reference: it includes the term $-\mu\sum_i n_i$, so the free energy $F$ below is a grand potential. Then

$$n_i=\frac{1}{1+e^{V_i/T}},\qquad F(n)=E(n)+T\sum_i s(n_i),\qquad s(x)=x\ln x+(1-x)\ln(1-x).$$

The output potential is $\partial E/\partial n_i$ at the current occupations, and the residual is $R_i=\partial E/\partial n_i-V_i$. Linear mixing replaces $V$ by $V+aR$, where $a$ is the damping parameter. At $a=0$ the free energy has slope $-\sum_i n_i(1-n_i)R_i^2/T$, which is negative unless $R=0$.

Q: Derive that without convexity.

A: Since $1-n_i=e^{V_i/T}/(1+e^{V_i/T})$, differentiating the Fermi function gives

$$\frac{dn_i}{dV_i}=-\frac{1}{T}\frac{e^{V_i/T}}{(1+e^{V_i/T})^2}=-\frac{n_i(1-n_i)}{T}.$$

For the entropy term,

$$s'(x)=\ln x+1-\ln(1-x)-1=\ln x-\ln(1-x).$$

Because $(1-n_i)/n_i=e^{V_i/T}$, this means $T\,s'(n_i)=-V_i$. Hence

$$\frac{\partial F}{\partial n_i}=\frac{\partial E}{\partial n_i}-V_i=R_i.$$

Now move the potential along any direction $D$. The chain rule gives

$$\left.\frac{d}{da}F(n(V+aD))\right|_{a=0}=\sum_i R_i\left(-\frac{n_i(1-n_i)}{T}\right)D_i.$$

Setting $D=R$ gives the claimed slope. Only first derivatives of $E$ appear, so its curvature plays no part.

Q: A formal version could still be about something else. What are its objects?

A: The levels are labelled by a finite type `ι`; potentials and occupations are both real functions on it.

In Lean 4 with Mathlib:

```lean
import Mathlib

open Filter Topology

namespace LinearMixingDescent

noncomputable section

variable {ι : Type*} [Fintype ι] [DecidableEq ι]
```

`fermi` is the occupation of one level, and `occ` applies it to each level separately.

```lean
/-- Fermi occupation of a level with potential `v` at temperature `T`. -/
def fermi (T v : ℝ) : ℝ := 1 / (1 + Real.exp (v / T))

/-- The occupations of all levels in the potential `V`. -/
def occ {ι : Type*} (T : ℝ) (V : ι → ℝ) : ι → ℝ := fun i => fermi T (V i)
```

`negEntropy` is $s$, with the sign that makes $T\sum_i s(n_i)$ equal to minus temperature times entropy, in units with $k_B=1$.

```lean
/-- Negative of the mixing entropy of one level with occupation `x`. -/
def negEntropy (x : ℝ) : ℝ := x * Real.log x + (1 - x) * Real.log (1 - x)

/-- Free energy of the occupations `n` for the energy functional `E`. -/
def freeEnergy {ι : Type*} [Fintype ι] (T : ℝ) (E : (ι → ℝ) → ℝ) (n : ι → ℝ) : ℝ :=
  E n + T * ∑ i, negEntropy (n i)
```

Q: And the gradient? That normally needs an inner product.

A: Only partial derivatives are used. `fderiv ℝ E (occ T V)` is the linear map that gives the first-order change of `E` around the current occupations, and applying it to `Pi.single i 1`, the unit vector of level `i`, gives $\partial E/\partial n_i$. The sign convention is output minus input.

```lean
/-- Self-consistency residual: output potential (the gradient of `E`) minus input potential. -/
def residual (T : ℝ) (E : (ι → ℝ) → ℝ) (V : ι → ℝ) : ι → ℝ :=
  fun i => fderiv ℝ E (occ T V) (Pi.single i 1) - V i
```

`linearMix` holds the residual at its value for `V` while `a` varies, so the path is a straight line in potential space.

```lean
/-- One step of linear mixing with damping `a`. -/
def linearMix (T : ℝ) (E : (ι → ℝ) → ℝ) (V : ι → ℝ) (a : ℝ) : ι → ℝ :=
  V + a • residual T E V
```

Q: What physics is left out?

A: Orbitals don't rotate, and each level responds only to its own potential. The chemical potential is fixed, so the particle number may change during a step. There is no spin degeneracy factor. The one assumption on the energy is `hE`: `E` is differentiable at the current occupations. Physically, the mean-field potential there is well defined and gives the first-order energy change for every small change of occupations.

Q: Then show me the proof. Where does strict negativity come from?

A: From the temperature. At $T>0$ no level is completely full or empty, so every weight $n_i(1-n_i)$ is positive.

```lean
/-- A Fermi occupation lies strictly between zero and one. -/
theorem fermi_mem (T v : ℝ) : 0 < fermi T v ∧ fermi T v < 1 := by
  have hx := Real.exp_pos (v / T)
  unfold fermi
  refine ⟨by positivity, ?_⟩
  rw [div_lt_one (by positivity)]
  linarith
```

The next three lemmas are the one-level calculations above: the response of the Fermi function, the identity $T[\ln n-\ln(1-n)]=-V$, and the derivative of $s$ on the open interval between zero and one.

```lean
/-- The Fermi function has slope `-n (1 - n) / T` in the potential. -/
theorem hasDerivAt_fermi (T v : ℝ) :
    HasDerivAt (fermi T) (-(fermi T v * (1 - fermi T v) / T)) v := by
  have hd : 1 + Real.exp (v / T) ≠ 0 := by positivity
  have h : HasDerivAt (fun u : ℝ => 1 + Real.exp (u / T)) (Real.exp (v / T) * (1 / T)) v :=
    (((hasDerivAt_id' v).div_const T).exp).const_add 1
  have key : ∀ x d : ℝ, d ≠ 0 → d = 1 + x →
      (0 * d - 1 * (x * (1 / T))) / d ^ 2 = -(1 / d * (1 - 1 / d) / T) := by
    intro x d hd h
    have e : 1 - 1 / d = x / d := by
      rw [eq_div_iff hd, sub_mul, one_div, inv_mul_cancel₀ hd]
      linarith
    rw [e]
    ring
  exact ((hasDerivAt_const v (1 : ℝ)).fun_div h hd).congr_deriv (key _ _ hd rfl)

/-- For Fermi occupations, `T` times the log-odds of occupation is minus the potential. -/
theorem log_odds_fermi {T : ℝ} (hT : 0 < T) (v : ℝ) :
    T * (Real.log (fermi T v) - Real.log (1 - fermi T v)) = -v := by
  have hd : 1 + Real.exp (v / T) ≠ 0 := by positivity
  have e : 1 - fermi T v = Real.exp (v / T) * fermi T v := by
    unfold fermi
    rw [mul_one_div, eq_div_iff hd, sub_mul, one_div, inv_mul_cancel₀ hd]
    ring
  have hv : T * (v / T) = v := by field_simp
  rw [e, Real.log_mul (Real.exp_pos _).ne' (fermi_mem T v).1.ne', Real.log_exp]
  linear_combination -hv

/-- The negative entropy of a level has the log-odds of its occupation as derivative. -/
theorem hasDerivAt_negEntropy {x : ℝ} (h0 : 0 < x) (h1 : x < 1) :
    HasDerivAt negEntropy (Real.log x - Real.log (1 - x)) x := by
  have hx : 1 - x ≠ 0 := (sub_pos.2 h1).ne'
  have h : HasDerivAt (fun y : ℝ => 1 - y) (-1) x := (hasDerivAt_id' x).const_sub 1
  have e : (1 - x) * (-1 / (1 - x)) = -1 := by field_simp
  refine ((Real.hasDerivAt_mul_log h0.ne').fun_add (h.fun_mul (h.log hx))).congr_deriv ?_
  rw [e]
  ring
```

Q: And the many-level chain rule?

A: It is proved for an arbitrary direction `D`, so it also gives the initial slope for a preconditioned update. Whether that slope is negative then depends on `D`.

In the proof, `hocc` differentiates each occupation along the line, `h1` applies the chain rule to the energy, and `h2` does so for the entropy. `hL` writes a linear map as a sum over its values on unit vectors, which turns the derivative of `E` into partial derivatives. The last line inserts the log-odds identity, and the gradient becomes the residual.

```lean
/-- Slope of the free energy when the potential is moved from `V` along any direction `D`. -/
theorem hasDerivAt_freeEnergy_direction {T : ℝ} (hT : 0 < T) {E : (ι → ℝ) → ℝ} {V : ι → ℝ}
    (hE : DifferentiableAt ℝ E (occ T V)) (D : ι → ℝ) :
    HasDerivAt (fun a : ℝ => freeEnergy T E (occ T (V + a • D)))
      (-(∑ i, occ T V i * (1 - occ T V i) * residual T E V i * D i) / T) 0 := by
  -- response of the occupations
  have hocc : ∀ i, HasDerivAt (fun a : ℝ => occ T (V + a • D) i)
      (-(occ T V i * (1 - occ T V i) / T) * D i) 0 := by
    intro i
    have hl : HasDerivAt (fun a : ℝ => V i + a * D i) (D i) 0 :=
      (((hasDerivAt_id' (0 : ℝ)).mul_const (D i)).const_add (V i)).congr_deriv (one_mul _)
    have hf : HasDerivAt (fermi T) (-(fermi T (V i) * (1 - fermi T (V i)) / T))
        (V i + 0 * D i) := by
      rw [zero_mul, add_zero]
      exact hasDerivAt_fermi T (V i)
    exact HasDerivAt.comp (h := fun a : ℝ => V i + a * D i) (0 : ℝ) hf hl
  -- chain rule for the energy
  have hE' : HasFDerivAt E (fderiv ℝ E (occ T V)) (occ T (V + (0 : ℝ) • D)) := by
    rw [zero_smul, add_zero]
    exact hE.hasFDerivAt
  have h1 := HasFDerivAt.comp_hasDerivAt (f := fun a : ℝ => occ T (V + a • D)) (0 : ℝ) hE'
    (hasDerivAt_pi.2 hocc)
  -- chain rule for the entropy
  have h2 : HasDerivAt (fun a : ℝ => ∑ i, negEntropy (occ T (V + a • D) i))
      (∑ i, (Real.log (occ T V i) - Real.log (1 - occ T V i)) *
        (-(occ T V i * (1 - occ T V i) / T) * D i)) 0 := by
    refine HasDerivAt.fun_sum fun i _ => ?_
    have hs : HasDerivAt negEntropy (Real.log (occ T V i) - Real.log (1 - occ T V i))
        (occ T (V + (0 : ℝ) • D) i) := by
      rw [zero_smul, add_zero]
      exact hasDerivAt_negEntropy (fermi_mem T (V i)).1 (fermi_mem T (V i)).2
    exact HasDerivAt.comp (h := fun a : ℝ => occ T (V + a • D) i) (0 : ℝ) hs (hocc i)
  have hL : ∀ (L : (ι → ℝ) →L[ℝ] ℝ) (w : ι → ℝ), L w = ∑ i, w i * L (Pi.single i 1) := by
    intro L w
    have hw : w = ∑ i, w i • (Pi.single i (1 : ℝ) : ι → ℝ) := by
      ext j
      simp [Finset.sum_apply, Pi.single_apply]
    calc L w = L (∑ i, w i • (Pi.single i (1 : ℝ) : ι → ℝ)) := congrArg L hw
      _ = _ := by simp only [map_sum, map_smul, smul_eq_mul]
  refine (h1.fun_add (h2.const_mul T)).congr_deriv ?_
  rw [hL, Finset.mul_sum, ← Finset.sum_add_distrib, neg_div, Finset.sum_div,
    ← Finset.sum_neg_distrib]
  refine Finset.sum_congr rfl fun i _ => ?_
  -- the log-odds turn the gradient into the residual
  have h := log_odds_fermi hT (V i)
  simp only [residual, occ]
  linear_combination (-(fermi T (V i) * (1 - fermi T (V i)) / T) * D i) * h
```

Putting the residual in place of `D` gives the square.

```lean
/-- Under linear mixing the free energy starts with slope `-∑ nᵢ (1 - nᵢ) Rᵢ² / T`. -/
theorem hasDerivAt_freeEnergy_linearMix {T : ℝ} (hT : 0 < T) {E : (ι → ℝ) → ℝ} {V : ι → ℝ}
    (hE : DifferentiableAt ℝ E (occ T V)) :
    HasDerivAt (fun a : ℝ => freeEnergy T E (occ T (linearMix T E V a)))
      (-(∑ i, occ T V i * (1 - occ T V i) * residual T E V i ^ 2) / T) 0 := by
  refine (hasDerivAt_freeEnergy_direction hT hE (residual T E V)).congr_deriv ?_
  simp only [pow_two, mul_assoc]
```

Q: That is a derivative at a single point. I take finite steps.

A: A negative derivative at zero means that the difference quotient $[F(a)-F(0)]/a$ is negative for all small enough $a>0$, where $F(a)$ is the free energy after a step with damping $a$. Multiplying by $a$ gives $F(a)<F(0)$. The theorem states this as a threshold `δ > 0` such that every `a` strictly between zero and `δ` lowers the free energy.

The proof first shows that the weighted sum of squares is positive, because some component of the residual is nonzero. It then turns the limit of difference quotients into an interval to the right of zero.

```lean
/-- If the residual is nonzero, every sufficiently small positive damping lowers the
free energy. -/
theorem linearMix_lowers_freeEnergy {T : ℝ} (hT : 0 < T) {E : (ι → ℝ) → ℝ} {V : ι → ℝ}
    (hE : DifferentiableAt ℝ E (occ T V)) (hR : residual T E V ≠ 0) :
    ∃ δ > 0, ∀ a, 0 < a → a < δ →
      freeEnergy T E (occ T (linearMix T E V a)) < freeEnergy T E (occ T V) := by
  have hpos : 0 < ∑ i, occ T V i * (1 - occ T V i) * residual T E V i ^ 2 := by
    have hw : ∀ i, 0 < occ T V i * (1 - occ T V i) := fun i =>
      mul_pos (fermi_mem T (V i)).1 (sub_pos.2 (fermi_mem T (V i)).2)
    obtain ⟨j, hj⟩ := Function.ne_iff.1 hR
    have hj' : residual T E V j ≠ 0 := hj
    exact Finset.sum_pos' (fun i _ => mul_nonneg (hw i).le (sq_nonneg _))
      ⟨j, Finset.mem_univ j, mul_pos (hw j) (by positivity)⟩
  have hneg := div_neg_of_neg_of_pos (neg_lt_zero.2 hpos) hT
  -- a negative slope makes the difference quotients negative near zero
  have hs := (hasDerivAt_iff_tendsto_slope.1
    (hasDerivAt_freeEnergy_linearMix hT hE)).eventually_lt_const hneg
  have hsub : Set.Ioi (0 : ℝ) ⊆ {0}ᶜ := fun a ha => (Set.mem_Ioi.1 ha).ne'
  obtain ⟨δ, hδ, hδs⟩ := mem_nhdsGT_iff_exists_Ioo_subset.1
    (hs.filter_mono (nhdsWithin_mono 0 hsub))
  refine ⟨δ, hδ, fun a h0 h1 => ?_⟩
  have h := hδs ⟨h0, h1⟩
  simp only [Set.mem_ofPred_eq, slope_def_field, sub_zero, linearMix, zero_smul,
    add_zero] at h
  rw [div_lt_iff₀ h0, zero_mul] at h
  exact sub_neg.1 h
```

Q: Is `δ` the same throughout my run?

A: Not according to this theorem. `δ` may depend on `V`, `T` and `E`, and no formula for it is given. Descent at each step is also weaker than convergence of the loop, which would need further assumptions.

Q: How would I use it in a code, then?

A: Compute the occupations from `V`, evaluate the output potential, form the residual and try a damping `a`. If the free energy hasn't dropped, halve `a` and try again from the same `V`. In this fixed-level model and in exact arithmetic, the halving must succeed after finitely many trials whenever the residual is nonzero, since `a` eventually falls below `δ`.

Q: And if the residual is zero, have I found the minimum?

A: You have found a stationary point, which for a nonconvex energy may be a saddle or a maximum. The equivalence holds in both directions. A zero residual makes the slope vanish along every `D`. Conversely, if all slopes vanish, changing the potential of level $i$ alone gives $-n_i(1-n_i)R_i/T=0$, and the positive weight forces $R_i=0$.

```lean
/-- The residual vanishes exactly when the free energy is stationary along every direction
in potential space. -/
theorem residual_eq_zero_iff_stationary {T : ℝ} (hT : 0 < T) {E : (ι → ℝ) → ℝ} {V : ι → ℝ}
    (hE : DifferentiableAt ℝ E (occ T V)) :
    residual T E V = 0 ↔
      ∀ D : ι → ℝ, HasDerivAt (fun a : ℝ => freeEnergy T E (occ T (V + a • D))) 0 0 := by
  constructor
  · intro h D
    refine (hasDerivAt_freeEnergy_direction hT hE D).congr_deriv ?_
    simp [h]
  · intro h
    ext i
    -- probe the potential of a single level
    have hu := (hasDerivAt_freeEnergy_direction hT hE (Pi.single i 1)).unique
      (h (Pi.single i 1))
    have hn := fermi_mem T (V i)
    have h1 : occ T V i ≠ 0 := hn.1.ne'
    have h2 : 1 - occ T V i ≠ 0 := (sub_pos.2 hn.2).ne'
    simpa [Pi.single_apply, hT.ne', h1, h2] using hu
```

Q: Is the damping really necessary? Perhaps $a=1$ always works.

A: One level is enough to refute that. Take $T=1$, $V=0$ and

$$E(n)=16\left(n-\tfrac12\right)^2+n\ln 3.$$

```lean
/-- A one-level energy functional with a stiff quadratic term. -/
def stiffEnergy (n : Fin 1 → ℝ) : ℝ := 16 * (n 0 - 1 / 2) ^ 2 + Real.log 3 * n 0
```

The occupation starts at $1/2$, where the quadratic term has zero derivative, so $R=\ln 3$. The initial slope is $-(\ln 3)^2/4$, and short steps do go downhill. The full step moves the potential to $\ln 3$ and the occupation to $1/4$. The two free energies are

$$F(1/2)=\tfrac12\ln 3-\ln 2,\qquad F(1/4)=1+\ln 3-2\ln 2.$$

Their difference is $F(1/4)-F(1/2)=1+\tfrac12\ln 3-\ln 2$, which is positive because $\ln 2<1$. This energy is convex, so convexity alone doesn't make the undamped step safe.

The formal proof follows the same arithmetic: `hR` finds the residual, `n0` and `n1` the two occupations, and the remaining lines reduce the logarithms to $\ln 2$ and $\ln 3$ before comparing.

```lean
/-- For the stiff one-level functional at `T = 1`, the undamped step (`a = 1`) from zero potential
raises the free energy. -/
theorem undamped_step_raises_freeEnergy :
    freeEnergy 1 stiffEnergy (occ 1 0) <
      freeEnergy 1 stiffEnergy (occ 1 (linearMix 1 stiffEnergy 0 1)) := by
  have f0 : fermi 1 0 = 1 / 2 := by norm_num [fermi]
  have f1 : fermi 1 (Real.log 3) = 1 / 4 := by
    rw [fermi, div_one, Real.exp_log (by norm_num)]
    norm_num
  -- the residual at zero potential is log 3
  have hg : HasDerivAt (fun y : ℝ => 16 * (y - 1 / 2) ^ 2 + Real.log 3 * y) (Real.log 3)
      ((occ 1 (0 : Fin 1 → ℝ)) 0) := by
    have hy : (occ 1 (0 : Fin 1 → ℝ)) 0 = 1 / 2 := f0
    rw [hy]
    refine (((((hasDerivAt_id' (1 / 2 : ℝ)).sub_const (1 / 2)).fun_pow 2).const_mul 16).fun_add
      ((hasDerivAt_id' (1 / 2 : ℝ)).const_mul (Real.log 3))).congr_deriv ?_
    norm_num
  have hF : HasFDerivAt stiffEnergy
      (Real.log 3 • (ContinuousLinearMap.proj 0 : (Fin 1 → ℝ) →L[ℝ] ℝ)) (occ 1 0) :=
    HasDerivAt.comp_hasFDerivAt (f := fun n : Fin 1 → ℝ => n 0) (occ 1 0) hg
      (hasFDerivAt_apply 0 _)
  have hR : residual 1 stiffEnergy 0 0 = Real.log 3 := by
    simp [residual, hF.fderiv]
  have n0 : occ 1 (0 : Fin 1 → ℝ) 0 = 1 / 2 := f0
  have n1 : occ 1 (linearMix 1 stiffEnergy 0 1) 0 = 1 / 4 := by
    simp only [occ, linearMix, Pi.add_apply, Pi.zero_apply, hR, one_smul, zero_add, f1]
  have l2 : Real.log (1 / 2) = -Real.log 2 := by rw [one_div, Real.log_inv]
  have l4 : Real.log 4 = 2 * Real.log 2 := by
    rw [show (4 : ℝ) = 2 ^ 2 by norm_num, Real.log_pow]
    norm_num
  have l14 : Real.log (1 / 4) = -(2 * Real.log 2) := by rw [one_div, Real.log_inv, l4]
  have l34 : Real.log (3 / 4) = Real.log 3 - 2 * Real.log 2 := by
    rw [Real.log_div (by norm_num) (by norm_num), l4]
  have p3 : 0 < Real.log 3 := Real.log_pos (by norm_num)
  have p2 := Real.log_two_lt_d9
  simp only [freeEnergy, stiffEnergy, negEntropy, Fin.sum_univ_one, n0, n1]
  rw [show (1 : ℝ) - 1 / 2 = 1 / 2 by norm_num, show (1 : ℝ) - 1 / 4 = 3 / 4 by norm_num,
    l2, l14, l34]
  linarith

end

end LinearMixingDescent
```

```lean
#print axioms LinearMixingDescent.linearMix_lowers_freeEnergy
#print axioms LinearMixingDescent.residual_eq_zero_iff_stationary
#print axioms LinearMixingDescent.undamped_step_raises_freeEnergy
```

```
'LinearMixingDescent.linearMix_lowers_freeEnergy' depends on axioms: [propext, Classical.choice, Quot.sound]
'LinearMixingDescent.residual_eq_zero_iff_stationary' depends on axioms: [propext, Classical.choice, Quot.sound]
'LinearMixingDescent.undamped_step_raises_freeEnergy' depends on axioms: [propext, Classical.choice, Quot.sound]
```

Q: So in my own run, a rise in the free energy points to the step length?

A: If your run fits this model, with exact gradients and the same $F$ being monitored, yes: the residual direction starts downhill, and a short enough step along it lowers the free energy.
